# Rescaling linearly independent unit vectors, two of which have overlap c, leaves a Gram condition number of at least (1 + |c|)/(1 − |c|)

Let G be a real symmetric matrix with unit diagonal, G_ll = 1 for every index l. The case of interest is G = SᵀS, where the columns of S are search vectors of unit length, so that G_ij is the cosine of the angle between vectors i and j. Fix two different indices i and j and write c = G_ij.

Let D be the diagonal matrix with real entries d_l. Multiplying column l of S by d_l for every l replaces S by SD and the Gram matrix by

(SD)ᵀ(SD) = D G D.

For a real square matrix A, the notation m I ≤ A ≤ M I means

m xᵀx ≤ xᵀA x ≤ M xᵀx for every real vector x.

When A is symmetric, the tightest such m and M are its smallest and largest eigenvalues. If that m is positive, the tightest ratio M/m is the spectral condition number, and any other admissible pair with positive m gives a ratio at least as large.

The bound is as follows. If m I ≤ D G D ≤ M I with m > 0, then |c| < 1 and

M/m ≥ (1 + |c|)/(1 − |c|).

The right-hand side doesn't contain D. For a Gram matrix, the condition m > 0 says that the rescaled vectors are linearly independent.

## Column normalisation in LOBPCG-type eigensolvers

A block eigensolver such as LOBPCG searches in the span of current approximations, preconditioned residuals and previous directions. An implementation that works with this basis directly needs its Gram matrix, either in a generalised eigenproblem or for a Cholesky factorisation, and both can become unreliable when that matrix is badly conditioned. Normalising the columns is cheap and removes the ill-conditioning that comes from very different lengths. It doesn't remove the ill-conditioning that comes from small angles.

For electronic-structure eigensolvers this means that, within a finite set of real search vectors, no choice of lengths makes the Gram matrix well conditioned while two nearly parallel directions are both kept. At least one of them has to be replaced, for instance by a combination of the two, or dropped. With c = 0.999 every diagonal scaling leaves a condition number of at least 1999. With c = 1 − 10⁻⁸ the bound is about 2 · 10⁸.

The bound can also be read as a test on the overlaps. Suppose that a code wants M ≤ K m. Then (1 + |c|)/(1 − |c|) ≤ K, hence 1 + |c| ≤ K(1 − |c|), and

|c| ≤ (K − 1)/(K + 1).

For K = 100 the limit is 99/101, about 0.980. If any pair of unit vectors exceeds it, no choice of column factors reaches the target.

## Two test vectors weighted against the scaling

Let e_i and e_j be the basis vectors of coefficient space. Inserting e_i in the lower bound gives

m ≤ e_iᵀ D G D e_i = d_i²,

and in the same way m ≤ d_j². Since m > 0, neither factor vanishes. Now take

x₊ = d_j e_i + d_i e_j,  x₋ = d_j e_i − d_i e_j.

The weights are exchanged, so that D acts on the two components equally:

D x₊ = d_i d_j (e_i + e_j),  D x₋ = d_i d_j (e_i − e_j).

Set p = d_i² d_j² and s = d_i² + d_j², both positive. Both test vectors have squared length s, and because G_ii = G_jj = 1 and G_ij = G_ji = c, their quadratic forms are

x₊ᵀ D G D x₊ = 2p(1 + c),  x₋ᵀ D G D x₋ = 2p(1 − c).

One of these values is 2p(1 − |c|) and the other is 2p(1 + |c|); the sign of c decides which is which. The lower bound applied to the smaller value and the upper bound applied to the larger one give

m s ≤ 2p(1 − |c|),

2p(1 + |c|) ≤ M s.

The left side of the first inequality is positive, so |c| < 1. Multiply the first inequality by 1 + |c| and the second by 1 − |c|:

m s (1 + |c|) ≤ 2p(1 − |c|)(1 + |c|) ≤ M s (1 − |c|).

Division by the positive number m s (1 − |c|) gives the bound.

The derivation goes wrong if one keeps the test vectors e_i ± e_j, which are the right ones for the unscaled matrix. For D G D they have squared length 2 and quadratic forms d_i² + d_j² ± 2c d_i d_j, and the resulting lower bound on M/m still depends on D. For c = 0.9, d_i = 1 and d_j = 10 it is 119/83, about 1.43, which wrongly suggests that uneven scaling might help. The weighted vectors give 380/20 = 19 for the same data.

For two vectors with 0 ≤ c < 1 the bound is attained without any scaling. With components x₀ and x₁,

xᵀG x − (1 − c) xᵀx = c(x₀ + x₁)²,

(1 + c) xᵀx − xᵀG x = c(x₀ − x₁)².

Both right-hand sides are nonnegative, so m = 1 − c and M = 1 + c are admissible, and their ratio is the bound.

Mixing the columns is more powerful than scaling them. Let v₀ and v₁ be unit vectors with overlap c, |c| < 1. Keep v₀ and replace v₁ by

w = (v₁ − c v₀)/√(1 − c²).

Then v₀ᵀw = (c − c)/√(1 − c²) = 0 and wᵀw = (1 − 2c² + c²)/(1 − c²) = 1. The new Gram matrix is the identity. This is one Gram–Schmidt step, and the matrix that performs it has a nonzero off-diagonal entry whenever c ≠ 0.

## Lean source for the bound, its sharp case and the mixing step

```lean
import Mathlib

open Matrix

namespace ColumnScalingLimit

noncomputable section

variable {n : Type*} [Fintype n] [DecidableEq n]

/-- The quadratic form of `A` lies between `m` and `M` times the squared length:
`m I ≤ A ≤ M I`. -/
def SpectralBounds (A : Matrix n n ℝ) (m M : ℝ) : Prop :=
  ∀ x : n → ℝ, m * (x ⬝ᵥ x) ≤ x ⬝ᵥ (A *ᵥ x) ∧ x ⬝ᵥ (A *ᵥ x) ≤ M * (x ⬝ᵥ x)

/-- The matrix `D G D`, where `D` is diagonal with entries `d`. -/
def scaledGram (G : Matrix n n ℝ) (d : n → ℝ) : Matrix n n ℝ :=
  diagonal d * G * diagonal d

/-- Scaling multiplies the overlap of vectors `k` and `l` by both scale factors. -/
theorem scaledGram_apply (G : Matrix n n ℝ) (d : n → ℝ) (k l : n) :
    scaledGram G d k l = d k * G k l * d l := by
  simp [scaledGram, Matrix.diagonal_mul, Matrix.mul_diagonal]

/-- Multiplying the columns of `S` by the factors `d` changes their Gram matrix
from `G = Sᵀ S` to `D G D`. -/
theorem gram_of_scaled_columns {k : Type*} [Fintype k] (S : Matrix k n ℝ) (d : n → ℝ) :
    (S * diagonal d)ᵀ * (S * diagonal d) = scaledGram (Sᵀ * S) d := by
  simp only [scaledGram, Matrix.transpose_mul, Matrix.diagonal_transpose, Matrix.mul_assoc]

/-- The quadratic form of `A` on a combination of two basis vectors involves only
the four matrix elements between them. -/
theorem pair_energy (A : Matrix n n ℝ) (i j : n) (a b : ℝ) :
    (Pi.single i a + Pi.single j b) ⬝ᵥ (A *ᵥ (Pi.single i a + Pi.single j b)) =
      a ^ 2 * A i i + a * b * (A i j + A j i) + b ^ 2 * A j j := by
  simp only [add_dotProduct, single_dotProduct, Matrix.mulVec, dotProduct_add,
    dotProduct_single]
  ring

/-- The squared length of a combination of two different basis vectors is the sum of
the squared coefficients. -/
theorem pair_norm {i j : n} (hij : i ≠ j) (a b : ℝ) :
    (Pi.single i a + Pi.single j b : n → ℝ) ⬝ᵥ (Pi.single i a + Pi.single j b) =
      a ^ 2 + b ^ 2 := by
  simp only [add_dotProduct, single_dotProduct, Pi.add_apply, Pi.single_eq_same,
    Pi.single_eq_of_ne hij, Pi.single_eq_of_ne hij.symm]
  ring

/-- Let `G` be symmetric with unit diagonal. If a diagonal scaling gives
`m I ≤ D G D ≤ M I` with `m > 0`, then every off-diagonal overlap `c = G i j` satisfies
`|c| < 1` and `M / m ≥ (1 + |c|) / (1 - |c|)`. -/
theorem scaling_cannot_cure {G : Matrix n n ℝ} (hG : G.IsSymm) (hdiag : ∀ k, G k k = 1)
    {i j : n} (hij : i ≠ j) {d : n → ℝ} {m M : ℝ} (hm : 0 < m)
    (h : SpectralBounds (scaledGram G d) m M) :
    |G i j| < 1 ∧ (1 + |G i j|) / (1 - |G i j|) ≤ M / m := by
  have hsym : G j i = G i j := hG.apply i j
  -- the basis vectors themselves show that neither scale factor vanishes
  have hi := (h (Pi.single i 1 + Pi.single j 0)).1
  have hj := (h (Pi.single i 0 + Pi.single j 1)).1
  -- the sum and difference of the two search vectors, weighted to undo the scaling
  have hplus := h (Pi.single i (d j) + Pi.single j (d i))
  have hminus := h (Pi.single i (d j) + Pi.single j (-(d i)))
  rw [pair_energy, pair_norm hij] at hi hj hplus hminus
  simp only [scaledGram_apply, hdiag, hsym] at hi hj hplus hminus
  have hi2 : 0 < d i ^ 2 := by nlinarith
  have hj2 : 0 < d j ^ 2 := by nlinarith
  have hp : 0 < d i ^ 2 * d j ^ 2 := mul_pos hi2 hj2
  have hs : 0 < d i ^ 2 + d j ^ 2 := add_pos hi2 hj2
  obtain ⟨p1, p2⟩ := hplus
  obtain ⟨q1, q2⟩ := hminus
  have hLU : m * (d i ^ 2 + d j ^ 2) ≤ 2 * (d i ^ 2 * d j ^ 2) * (1 - |G i j|) ∧
      2 * (d i ^ 2 * d j ^ 2) * (1 + |G i j|) ≤ M * (d i ^ 2 + d j ^ 2) := by
    rcases le_total 0 (G i j) with hc | hc
    · rw [abs_of_nonneg hc]
      constructor <;> linarith
    · rw [abs_of_nonpos hc]
      constructor <;> linarith
  obtain ⟨hL, hU⟩ := hLU
  have hc1 : |G i j| < 1 := by
    by_contra hcon
    have h1 : 0 ≤ |G i j| - 1 := by linarith
    nlinarith [mul_nonneg hp.le h1, mul_pos hm hs]
  refine ⟨hc1, ?_⟩
  have hc2 : 0 < 1 - |G i j| := by linarith
  have hc3 : 0 ≤ 1 + |G i j| := by positivity
  rw [div_le_div_iff₀ hc2 hm]
  -- compare the two energies after multiplying by the common squared length
  refine le_of_mul_le_mul_right ?_ hs
  linarith [mul_le_mul_of_nonneg_left hL hc3, mul_le_mul_of_nonneg_left hU hc2.le]

/-- For search vectors of unit length, stored as the columns of `S`, any rescaling whose Gram matrix
lies between `m I` and `M I` with `m > 0` has `|c| < 1` and `M / m ≥ (1 + |c|) / (1 - |c|)`, with
`c` the overlap of any two different columns. -/
theorem search_vectors_bound {k : Type*} [Fintype k] {S : Matrix k n ℝ}
    (hunit : ∀ l, (Sᵀ * S) l l = 1) {i j : n} (hij : i ≠ j) {d : n → ℝ} {m M : ℝ}
    (hm : 0 < m)
    (h : SpectralBounds ((S * diagonal d)ᵀ * (S * diagonal d)) m M) :
    |(Sᵀ * S) i j| < 1 ∧ (1 + |(Sᵀ * S) i j|) / (1 - |(Sᵀ * S) i j|) ≤ M / m := by
  rw [gram_of_scaled_columns] at h
  have hG : (Sᵀ * S).IsSymm := by simp [Matrix.IsSymm, Matrix.transpose_mul]
  exact scaling_cannot_cure hG hunit hij hm h

/-- If diagonal scaling of a symmetric `G` with unit diagonal achieves
`m I ≤ D G D ≤ M I` with `m > 0` and `M ≤ K m`, then every off-diagonal overlap is at most
`(K - 1) / (K + 1)` in modulus. -/
theorem overlap_le_of_condition {G : Matrix n n ℝ} (hG : G.IsSymm)
    (hdiag : ∀ k, G k k = 1) {i j : n} (hij : i ≠ j) {d : n → ℝ} {m M K : ℝ} (hm : 0 < m)
    (h : SpectralBounds (scaledGram G d) m M) (hK : M ≤ K * m) :
    |G i j| ≤ (K - 1) / (K + 1) := by
  obtain ⟨hc, hb⟩ := scaling_cannot_cure hG hdiag hij hm h
  have hc2 : 0 < 1 - |G i j| := by linarith
  have h1 : (1 + |G i j|) / (1 - |G i j|) ≤ K := hb.trans ((div_le_iff₀ hm).2 hK)
  have hKpos : 0 < K := lt_of_lt_of_le (by positivity) h1
  rw [div_le_iff₀ hc2] at h1
  rw [le_div_iff₀ (by linarith)]
  linarith

/-- The Gram matrix of two unit vectors with overlap `c`. -/
def pairGram (c : ℝ) : Matrix (Fin 2) (Fin 2) ℝ := !![1, c; c, 1]

/-- For two unit vectors with overlap `c ≥ 0`, the trivial scaling `D = I` has the bounds
`m = 1 - c` and `M = 1 + c`. -/
theorem unit_scaling_sharp {c : ℝ} (hc : 0 ≤ c) :
    SpectralBounds (scaledGram (pairGram c) (fun _ => 1)) (1 - c) (1 + c) := by
  intro x
  have hE : x ⬝ᵥ (scaledGram (pairGram c) (fun _ => 1) *ᵥ x) =
      x 0 ^ 2 + 2 * c * x 0 * x 1 + x 1 ^ 2 := by
    simp [dotProduct, Matrix.mulVec, Fin.sum_univ_two, scaledGram_apply, pairGram]
    ring
  have hN : x ⬝ᵥ x = x 0 ^ 2 + x 1 ^ 2 := by
    simp only [dotProduct, Fin.sum_univ_two]
    ring
  rw [hE, hN]
  constructor
  · nlinarith [mul_nonneg hc (sq_nonneg (x 0 + x 1))]
  · nlinarith [mul_nonneg hc (sq_nonneg (x 0 - x 1))]

/-- The Gram–Schmidt mixing of two unit vectors with overlap `c`, for `|c| < 1`. -/
def mixing (c : ℝ) : Matrix (Fin 2) (Fin 2) ℝ :=
  !![1, -c * (√(1 - c ^ 2))⁻¹; 0, (√(1 - c ^ 2))⁻¹]

/-- For two unit vectors with overlap `|c| < 1`, Gram–Schmidt mixing turns the Gram matrix
into the identity. -/
theorem mixing_cures {c : ℝ} (hc : |c| < 1) :
    (mixing c)ᵀ * pairGram c * mixing c = 1 := by
  obtain ⟨h1, h2⟩ := abs_lt.mp hc
  have hpos : 0 < 1 - c ^ 2 := by nlinarith
  have hs : (√(1 - c ^ 2))⁻¹ ^ 2 * (1 - c ^ 2) = 1 := by
    rw [inv_pow, Real.sq_sqrt hpos.le, inv_mul_cancel₀ hpos.ne']
  unfold mixing pairGram
  generalize (√(1 - c ^ 2))⁻¹ = s at hs ⊢
  -- the mixed vectors are orthogonal, and `s` normalises the second one
  have key : (!![1, -c * s; 0, s] : Matrix (Fin 2) (Fin 2) ℝ)ᵀ * !![1, c; c, 1] *
      !![1, -c * s; 0, s] = !![1, 0; 0, s ^ 2 * (1 - c ^ 2)] := by
    ext i j
    fin_cases i <;> fin_cases j <;>
      simp [Matrix.mul_apply, Fin.sum_univ_two] <;> ring
  rw [key, hs, Matrix.one_fin_two]

end

end ColumnScalingLimit
```

```lean
#print axioms ColumnScalingLimit.search_vectors_bound
#print axioms ColumnScalingLimit.overlap_le_of_condition
#print axioms ColumnScalingLimit.unit_scaling_sharp
#print axioms ColumnScalingLimit.mixing_cures
```

```
'ColumnScalingLimit.search_vectors_bound' depends on axioms: [propext, Classical.choice, Quot.sound]
'ColumnScalingLimit.overlap_le_of_condition' depends on axioms: [propext, Classical.choice, Quot.sound]
'ColumnScalingLimit.unit_scaling_sharp' depends on axioms: [propext, Classical.choice, Quot.sound]
'ColumnScalingLimit.mixing_cures' depends on axioms: [propext, Classical.choice, Quot.sound]
```

## How the Lean statements represent the search vectors

The index type `n` labels the search vectors and is finite. `SpectralBounds A m M` is the pair of inequalities written above as m I ≤ A ≤ M I, with `⬝ᵥ` for the dot product and `*ᵥ` for a matrix acting on a vector. It accepts any admissible `m` and `M`, which needn't be eigenvalues. `scaledGram G d` is D G D, and `gram_of_scaled_columns` identifies it with the Gram matrix of the rescaled columns when G = SᵀS.

In `scaling_cannot_cure`, `hG` is the symmetry of G, `hdiag` is the normalisation of the vectors, and `hij` says that the two chosen indices differ. The scale factors `d` are arbitrary real numbers: their positivity isn't assumed, and neither is |c| < 1. The conclusion holds for every pair of different indices and for overlaps of either sign.

`search_vectors_bound` states the same result for a matrix `S` whose columns have unit length in the Euclidean inner product. A code with a real symmetric overlap matrix B can use `scaling_cannot_cure` directly with G = SᵀBS, provided that the columns are normalised so that this G has unit diagonal. `overlap_le_of_condition` is the test with the target K.

The last two results concern two vectors only. `unit_scaling_sharp` gives the bounds 1 − c and 1 + c for every c ≥ 0; they show that the estimate is attained when also c < 1, since only then is the lower one positive. `mixing_cures` says that the matrix `mixing c` turns the Gram matrix `pairGram c` into the identity for every |c| < 1.

## From the test vectors to the Lean proof

`pair_energy` expands the quadratic form on a vector a e_i + b e_j, and `pair_norm` computes its squared length, for which the indices must differ. `scaledGram_apply` supplies the matrix elements d_k G_kl d_l.

The main proof applies the hypothesis `h` to four vectors. `hi` and `hj` come from the basis vectors and lead to d_i² > 0 and d_j² > 0. `hplus` and `hminus` come from x₊ and x₋. The statement `hLU` contains the two inequalities with |c|; `rcases le_total 0 (G i j)` separates the signs of c, and in each case `linarith` picks the matching test vector. `hc1` is the deduction of |c| < 1, done by contradiction.

For the ratio, `div_le_div_iff₀` clears the two positive denominators. `le_of_mul_le_mul_right` then allows both sides to be multiplied by s, and the final `linarith` adds the two inequalities after their multiplication by 1 + |c| and 1 − |c|.

`search_vectors_bound` rewrites the Gram matrix of the scaled columns as D G D and calls the main theorem. `overlap_le_of_condition` combines the main theorem with M ≤ K m and rearranges. In `unit_scaling_sharp`, the two `nlinarith` calls receive the products c(x₀ + x₁)² and c(x₀ − x₁)² from the derivation. In `mixing_cures`, the inverse square root is replaced by a symbol `s`, a different quantity from the squared length above, of which only s²(1 − c²) = 1 is kept; `key` computes each entry of the product of the three matrices.

## A necessary condition on pairs, for real vectors and diagonal scalings

The theorems give a lower limit on the condition number and no upper one for a general set of vectors. Pairwise overlaps well below 1 in modulus don't by themselves ensure a well-conditioned basis. Three unit vectors in a plane at mutual angles of 120° have overlaps −1/2, for which the pairwise bound is only 3, yet they are linearly dependent and their Gram matrix is singular. A more reliable diagnosis takes all the vectors into account together, for instance through the smallest eigenvalue of the Gram matrix.

The scaling must be diagonal, and the matrices are real, so a plane-wave code with complex orbitals would need the Hermitian version of the statement. All quantities are real numbers without rounding. In floating-point arithmetic the mixing step subtracts nearly equal vectors when |c| is close to 1 and then divides by a small number, which amplifies the rounding error in w. The theorem `mixing_cures` says nothing about the orthogonality that remains after such an operation, and nothing here concerns the convergence of the eigensolver.
